# Shells r and s have equal energies 1 − cos(rk) and 1 − cos(sk) at every wavevector of a finite n-cell ring exactly when n divides s − r or s + r

On a ring of n cells, with n nonzero, the allowed wavevectors k are those for which nk is an integer multiple of 2π. The theorem takes the energy of shell r at wavevector k to be 1 − cos(rk), with no coupling constant or units, and says that shells r and s agree at all allowed k exactly when n divides s − r or s + r. For the forward direction the proof needs only the one wavevector 2π/n: equality of the two cosines there fixes the phases up to sign and full turns, and clearing the factor 2π leaves a divisibility statement in the integers. For the converse, divisibility makes the two phases agree up to sign and a whole number of turns at each allowed k, so the cosines are equal.

Lean 4 with Mathlib refuses this proof:

```lean
import Mathlib

open Real

namespace FrozenMagnonAliasing

noncomputable section

/-- The wavevector `k` fits a ring of `n` cells: the phase `n k` is an integer multiple
of `2π`. -/
def OnGrid (n : ℕ) (k : ℝ) : Prop := ∃ m : ℤ, (n : ℝ) * k = 2 * π * m

/-- Two shells `r` and `s` give the same energies at all grid wavevectors exactly when
`n` divides `s - r` or `s + r`. -/
theorem shells_alias_iff {n : ℕ} (hn : n ≠ 0) (r s : ℕ) :
    (∀ k : ℝ, OnGrid n k → 1 - cos (r * k) = 1 - cos (s * k)) ↔
      (n : ℤ) ∣ (s : ℤ) - r ∨ (n : ℤ) ∣ (s : ℤ) + r := by
  have hn' : (n : ℝ) ≠ 0 := Nat.cast_ne_zero.mpr hn
  have hπ : 2 * π ≠ 0 := mul_ne_zero two_ne_zero pi_ne_zero
  constructor
  · intro h
    -- the first nonzero grid point already separates inequivalent shells
    obtain ⟨t, ht⟩ : ∃ t : ℝ, (n : ℝ) * t = 2 * π := ⟨2 * π / n, by field_simp⟩
    have h₁ := h t ⟨1, by rw [ht]; simp⟩
    have h₂ : cos (r * t) = cos (s * t) := by linarith
    obtain ⟨q, hq | hq⟩ := (Real.cos_eq_cos_iff _ _).1 h₂
    · have e : (s : ℝ) - r = n * q :=
        mul_left_cancel₀ hπ (by linear_combination (n : ℝ) * hq - ((s : ℝ) - r) * ht)
      exact Or.inl ⟨q, by exact_mod_cast e⟩
    · have e : (s : ℝ) + r = n * q :=
        mul_left_cancel₀ hπ (by linear_combination (n : ℝ) * hq - ((s : ℝ) + r) * ht)
      exact Or.inr ⟨q, by exact_mod_cast e⟩
  · -- conversely, the phases agree up to sign and full turns
    rintro (⟨q, hq⟩ | ⟨q, hq⟩) k ⟨m, hm⟩
    · have e : (s : ℝ) - r = n * q := by exact_mod_cast hq
      have p : (s : ℝ) * k = r * k + ((q * m : ℤ) : ℝ) * (2 * π) := by
        push_cast
        linear_combination k * e + (q : ℝ) * hm
      rw [p, Real.cos_add_int_mul_two_pi]
    · have e : (s : ℝ) + r = n * q := by exact_mod_cast hq
      have p : (s : ℝ) * k = -(r * k) + ((q * m : ℤ) : ℝ) * (2 * π) := by
        push_cast
        linear_combination k * e + (q : ℝ) * hm
      rw [p, Real.cos_add_int_mul_two_pi, Real.cos_neg]

end

end FrozenMagnonAliasing
```

Lean reports:

```
Main.lean:26:28: error: Function expected at
  cos_eq_cos_iff
but this term has type
  cos ?m.154 = cos ?m.155 ↔ ∃ k, ?m.155 = 2 * ↑k * π + ?m.154 ∨ ?m.155 = 2 * ↑k * π - ?m.154

Note: Expected a function because this term is being applied to the argument
  _
Main.lean:26:11: error: Tactic `rcases` failed: `x✝ : ?m.149` is not an inductive datatype
```

Cause. The first error concerns how `Real.cos_eq_cos_iff` takes its arguments. The two angles are implicit, so Lean fills them in itself, and the bare name already stands for an "if and only if" statement. Such a statement is not a function, so it cannot be applied to the placeholders `_ _`, and Lean reports "Function expected".

The second error follows from the first. Because the term after `:=` failed to elaborate, its type remained the unknown `?m.149`, and `obtain`, which works through `rcases`, had no known inductive type to take apart.

The repair removes `_ _` and the parentheses round the application. In `Real.cos_eq_cos_iff.1 h₂`, Lean reads the two angles off `h₂`, and the result is an integer together with two alternatives, which is the shape that the pattern `⟨q, hq | hq⟩` expects. Both errors are cured by this one change, and the rest of the proof stands as it was.

After these edits no error is left:

```diff
@@ -24,5 +24,5 @@
     have h₁ := h t ⟨1, by rw [ht]; simp⟩
     have h₂ : cos (r * t) = cos (s * t) := by linarith
-    obtain ⟨q, hq | hq⟩ := (Real.cos_eq_cos_iff _ _).1 h₂
+    obtain ⟨q, hq | hq⟩ := Real.cos_eq_cos_iff.1 h₂
     · have e : (s : ℝ) - r = n * q :=
         mul_left_cancel₀ hπ (by linear_combination (n : ℝ) * hq - ((s : ℝ) - r) * ht)
```
